# Löwdin's product for a non-degenerate level yields the squared coupling coefficients

A normalised eigenvector of a non-degenerate level is fixed only up to a phase. Two diagonalisations of the same \(J^2\) matrix may therefore return coupling coefficients of opposite sign, and an entry-by-entry comparison reports a disagreement that has no physical content. The matrix \(v_k v_k^*\) is free of this ambiguity, and for a non-degenerate level it can be computed from the operator and its eigenvalues alone.

## From the eigenvalues to the coefficients

Let \(C\) be a complex \(n\times n\) matrix in the basis of product states. Let \(v_k\) be \(n\) orthonormal vectors with \(Cv_k=c_kv_k\) and \(c_k\) real; the component \(v_k(m)\) is the coupling coefficient of product state \(m\) in coupled state \(k\). Fix \(k\) and suppose that \(c_l\neq c_k\) for all \(l\neq k\). The other levels may coincide among themselves. Then

\[
P_k:=\prod_{l\neq k}\frac{C-c_l}{c_k-c_l}=v_kv_k^* .
\]

Each factor multiplies \(v_j\) by a number, so

\[
P_kv_j=\Big(\prod_{l\neq k}\frac{c_j-c_l}{c_k-c_l}\Big)v_j .
\]

For \(j=k\) every factor is 1. For \(j\neq k\) the factor with \(l=j\) is 0. Orthonormality gives the same result on the other side: \(v_kv_k^*v_j=(v_k^*v_j)v_k\), which is \(v_k\) for \(j=k\) and 0 otherwise.

Two matrices \(A,B\) that agree on all \(v_j\) are equal. Let \(V\) have the columns \(v_j\). Then \(V^*V=1\), and since \(V\) is square, \(VV^*=1\). From \(AV=BV\) follows \(A=AVV^*=BVV^*=B\).

The entries of \(P_k\) are \(v_k(m)\overline{v_k(m')}\), and the diagonal ones are \(|v_k(m)|^2\). If the phase is chosen so that \(v_k(m_0)=r>0\), column \(m_0\) has the entries \(r\,v_k(m)\), and

\[
v_k(m)=\frac{(P_k)_{mm_0}}{\sqrt{(P_k)_{m_0m_0}}}.
\]

**Degeneracy.** Take \(C=1\) in two dimensions. Every orthonormal basis consists of eigenvectors, so no expression in \(C\) and its eigenvalues can single out one \(v_0v_0^*\), and the factor \((C-c_1)/(c_0-c_1)\) has a vanishing denominator. On all product states of two angular momenta with fixed quantum numbers, a level \(j>0\) of \(J^2\) is degenerate as well, because it occurs with \(2j+1\) values of the total projection \(M\). In a block of fixed \(M\) each \(j\) occurs at most once, so the theorem applies there.

## Orbital momentum coupled to spin 1/2

From here on \(l\) also denotes the orbital quantum number, and \(\hbar=1\). At total projection \(M\) with \(|M|\le l-\tfrac12\), the product states are \((M-\tfrac12,\uparrow)\) and \((M+\tfrac12,\downarrow)\). With \(J^2=L^2+S^2+2L_zS_z+L_+S_-+L_-S_+\), the diagonal elements are \(l(l+1)+\tfrac34+(M-\tfrac12)\) and \(l(l+1)+\tfrac34-(M+\tfrac12)\). The off-diagonal element is \(\sqrt{(l+\frac12)^2-M^2}\).

The levels \(c_0=(l+\tfrac12)(l+\tfrac32)\) and \(c_1=(l-\tfrac12)(l+\tfrac12)\) differ by \(2l+1\). The single factor \((C-c_1)/(2l+1)\) has the diagonal entries

\[
a^2=\frac{l+\frac12+M}{2l+1},\qquad b^2=\frac{l+\frac12-M}{2l+1}.
\]

For \(|M|\le l+\tfrac12\), take \(a,b\ge0\). The off-diagonal element is then \((2l+1)ab\), and \(a^2+b^2=1\). With \(u=(a,b)\) this says \(C=c_1+(2l+1)uu^*\), so \(u\) has eigenvalue \(c_0\) and \((-b,a)\) has eigenvalue \(c_1\).

For \(l=1\), \(M=\tfrac12\), the levels are \(\tfrac{15}4\) and \(\tfrac34\), and

\[
C=\begin{pmatrix}\frac{11}4&\sqrt2\\ \sqrt2&\frac74\end{pmatrix},\qquad
\frac{C-\frac34}{3}=\frac13\begin{pmatrix}2&\sqrt2\\ \sqrt2&1\end{pmatrix}.
\]

The squared coefficients are \(\tfrac23\) and \(\tfrac13\). Dividing the first column by \(\sqrt{2/3}\) gives the coefficients \(\sqrt{2/3}\) and \(\sqrt{1/3}\).

In electronic structure a product of such factors with \(S^2\) for \(C\), one for each unwanted spin value, removes spin contamination; the theorem here covers finite blocks in which the wanted spin occurs once.

## The projector in Lean

The finite type `n` labels both the product states and the coupled states.

```lean
import Mathlib

open Matrix

namespace LowdinCouplingCoefficients

noncomputable section

variable {n : Type*} [Fintype n] [DecidableEq n]
```

The structure collects the assumptions on the eigenvectors. The product `⬝ᵥ` does not conjugate, so `star` supplies the conjugation in the inner product; `*ᵥ` applies a matrix to a vector. That \(C\) is Hermitian is not assumed separately.

```lean
/-- The vectors `v k` are orthonormal eigenvectors of `C` with real eigenvalues `c k`;
`v k m` is the coupling coefficient of the product state `m` in the coupled state `k`. -/
structure IsCoupledBasis (C : Matrix n n ℂ) (c : n → ℝ) (v : n → n → ℂ) : Prop where
  orthonormal : ∀ j k, star (v j) ⬝ᵥ v k = if j = k then 1 else 0
  eigen : ∀ k, C *ᵥ v k = (c k : ℂ) • v k
```

The factors are multiplied in the order of a list, which leaves that order free.

```lean
/-- Löwdin's product of the factors `(C - c l) / (c k - c l)`, with `l` running through
the list `L` in the given order. -/
def lowdinProduct (C : Matrix n n ℂ) (c : n → ℝ) (k : n) (L : List n) : Matrix n n ℂ :=
  (L.map fun l => ((c k - c l : ℝ) : ℂ)⁻¹ • (C - (c l : ℂ) • (1 : Matrix n n ℂ))).prod
```

The action on \(v_j\) is proved by induction on the list: `hstep` splits off the first factor, the induction hypothesis handles the rest, and `h.eigen` evaluates \(C\) on \(v_j\). The lemma does not require non-zero denominators, because Lean sets division by zero to 0; the hypotheses of the main theorem exclude that case.

```lean
/-- Löwdin's product multiplies each coupled state `v j` by the product of the numbers
`(c j - c l) / (c k - c l)`. -/
theorem lowdinProduct_mulVec {C : Matrix n n ℂ} {c : n → ℝ} {v : n → n → ℂ}
    (h : IsCoupledBasis C c v) (k j : n) (L : List n) :
    lowdinProduct C c k L *ᵥ v j =
      (L.map fun l => (((c j - c l) / (c k - c l) : ℝ) : ℂ)).prod • v j := by
  induction L with
  | nil => simp [lowdinProduct]
  | cons l L ih =>
    have hstep : lowdinProduct C c k (l :: L) =
        (((c k - c l : ℝ) : ℂ)⁻¹ • (C - (c l : ℂ) • (1 : Matrix n n ℂ))) *
          lowdinProduct C c k L := by
      simp only [lowdinProduct, List.map_cons, List.prod_cons]
    rw [hstep, ← Matrix.mulVec_mulVec, ih, Matrix.mulVec_smul, Matrix.smul_mulVec,
      Matrix.sub_mulVec, Matrix.smul_mulVec, Matrix.one_mulVec, h.eigen,
      List.map_cons, List.prod_cons]
    ext i
    simp only [Pi.smul_apply, Pi.sub_apply, smul_eq_mul]
    push_cast
    ring
```

The next lemma is the argument with the unitary matrix \(V\). The step from \(V^*V=1\) to \(VV^*=1\) is `mul_eq_one_comm`.

```lean
/-- Two operators that act alike on every coupled state are equal. -/
theorem eq_of_mulVec_eq {C : Matrix n n ℂ} {c : n → ℝ} {v : n → n → ℂ}
    (h : IsCoupledBasis C c v) {A B : Matrix n n ℂ}
    (hAB : ∀ j, A *ᵥ v j = B *ᵥ v j) : A = B := by
  -- the matrix whose columns are the coupled states is unitary
  let V : Matrix n n ℂ := Matrix.of fun i k => v k i
  have hV : Vᴴ * V = 1 := by
    ext j k
    rw [Matrix.one_apply, ← h.orthonormal j k]
    rfl
  have hV' : V * Vᴴ = 1 := mul_eq_one_comm.mp hV
  have hm : A * V = B * V := by
    ext i j
    exact congrFun (hAB j) i
  calc A = A * V * Vᴴ := by rw [mul_assoc, hV', mul_one]
    _ = B * V * Vᴴ := by rw [hm]
    _ = B := by rw [mul_assoc, hV', mul_one]
```

In the main theorem, `hk` states that level \(k\) is non-degenerate, and `hL` states that the list contains every index except \(k\). Repeated entries are allowed: on \(v_k\) every factor is 1, and on any other \(v_j\) the product contains a factor 0 in any case. `vecMulVec (v k) (star (v k))` is \(v_kv_k^*\). The proof compares both sides on \(v_j\) and separates \(j=k\) from \(j\neq k\).

```lean
/-- If the eigenvalue `c k` differs from all others, Löwdin's product over all `l ≠ k`,
in any order, is the matrix `v k (v k)*`. -/
theorem lowdinProduct_eq_vecMulVec {C : Matrix n n ℂ} {c : n → ℝ} {v : n → n → ℂ}
    (h : IsCoupledBasis C c v) {k : n} (hk : ∀ l, l ≠ k → c l ≠ c k)
    {L : List n} (hL : ∀ l, l ∈ L ↔ l ≠ k) :
    lowdinProduct C c k L = vecMulVec (v k) (star (v k)) := by
  apply eq_of_mulVec_eq h
  intro j
  have hr : vecMulVec (v k) (star (v k)) *ᵥ v j = (star (v k) ⬝ᵥ v j) • v k := by
    ext i
    simp only [Matrix.mulVec, dotProduct, vecMulVec_apply, Pi.smul_apply, smul_eq_mul,
      Finset.sum_mul]
    exact Finset.sum_congr rfl fun x _ => by ring
  rw [lowdinProduct_mulVec h, hr, h.orthonormal]
  by_cases hj : k = j
  · -- on the selected state every factor is one
    subst hj
    rw [if_pos rfl, List.prod_eq_one]
    intro x hx
    obtain ⟨l, hl, rfl⟩ := List.mem_map.mp hx
    have hne : c k - c l ≠ 0 := sub_ne_zero.mpr (hk l ((hL l).mp hl)).symm
    rw [div_self hne, Complex.ofReal_one]
  · -- on any other state one factor vanishes
    rw [if_neg hj, List.prod_eq_zero, zero_smul, zero_smul]
    exact List.mem_map.mpr ⟨j, (hL j).mpr (Ne.symm hj), by simp⟩
```

The diagonal entries follow by reading off the matrix elements.

```lean
/-- The diagonal entries of Löwdin's product are the squared moduli of the coupling
coefficients. -/
theorem lowdinProduct_diag {C : Matrix n n ℂ} {c : n → ℝ} {v : n → n → ℂ}
    (h : IsCoupledBasis C c v) {k : n} (hk : ∀ l, l ≠ k → c l ≠ c k)
    {L : List n} (hL : ∀ l, l ∈ L ↔ l ≠ k) (m : n) :
    lowdinProduct C c k L m m = ((‖v k m‖ ^ 2 : ℝ) : ℂ) := by
  rw [lowdinProduct_eq_vecMulVec h hk hL, vecMulVec_apply, Pi.star_apply,
    Complex.star_def, Complex.mul_conj, Complex.normSq_eq_norm_sq]
```

For the coefficients themselves, the phase convention enters as the hypotheses `hr` and `hm₀`. The diagonal entry at `m₀` is \(r^2\), whose square root is \(r\).

```lean
/-- When the phase of the coupled state is fixed by a positive reference coefficient
`v k m₀ = r`, column `m₀` of Löwdin's product gives all coupling coefficients. -/
theorem coefficient_eq_column {C : Matrix n n ℂ} {c : n → ℝ} {v : n → n → ℂ}
    (h : IsCoupledBasis C c v) {k : n} (hk : ∀ l, l ≠ k → c l ≠ c k)
    {L : List n} (hL : ∀ l, l ∈ L ↔ l ≠ k) {m₀ : n} {r : ℝ} (hr : 0 < r)
    (hm₀ : v k m₀ = (r : ℂ)) (m : n) :
    v k m = lowdinProduct C c k L m m₀ /
      ((Real.sqrt (lowdinProduct C c k L m₀ m₀).re : ℝ) : ℂ) := by
  have hd : (lowdinProduct C c k L m₀ m₀).re = r ^ 2 := by
    rw [lowdinProduct_diag h hk hL, Complex.ofReal_re, hm₀, Complex.norm_real,
      Real.norm_eq_abs, sq_abs]
  have hrC : (r : ℂ) ≠ 0 := Complex.ofReal_ne_zero.mpr hr.ne'
  rw [hd, Real.sqrt_sq hr.le, lowdinProduct_eq_vecMulVec h hk hL, vecMulVec_apply,
    Pi.star_apply, hm₀, Complex.star_def, Complex.conj_ofReal, eq_div_iff hrC]
```

## The spin-1/2 block in Lean

The block is entered as an explicit matrix; it is not derived from angular momentum operators. Index 0 is spin up among the product states and \(j=l+\tfrac12\) among the coupled states.

```lean
/-- An explicit matrix with parameters `l` and `M`. If `M - 1/2` is an integer and `|M| ≤ l - 1/2`,
it is the matrix of `J²` (with `ħ = 1`) for orbital momentum `l` and spin 1/2 in the product states
`(M - 1/2, up)` and `(M + 1/2, down)`. -/
def spinHalfBlock (l : ℕ) (M : ℝ) : Matrix (Fin 2) (Fin 2) ℂ :=
  !![((l * (l + 1) + 3 / 4 + (M - 1 / 2) : ℝ) : ℂ),
      ((Real.sqrt ((l + 1 / 2) ^ 2 - M ^ 2) : ℝ) : ℂ);
    ((Real.sqrt ((l + 1 / 2) ^ 2 - M ^ 2) : ℝ) : ℂ),
      ((l * (l + 1) + 3 / 4 - (M + 1 / 2) : ℝ) : ℂ)]

/-- The values `j (j + 1)` for `j = l + 1/2` and `j = l - 1/2`. -/
def spinHalfLevels (l : ℕ) : Fin 2 → ℝ :=
  ![(l + 1 / 2) * (l + 3 / 2), (l - 1 / 2) * (l + 1 / 2)]

/-- Two explicit vectors with parameters `l` and `M`. If `M - 1/2` is an integer and `|M| ≤ l -
1/2`, they are coupled states of orbital momentum `l` and spin 1/2 at total projection `M`, with `j
= l + 1/2` and `j = l - 1/2`. -/
def spinHalfStates (l : ℕ) (M : ℝ) : Fin 2 → Fin 2 → ℂ :=
  ![![((Real.sqrt ((l + 1 / 2 + M) / (2 * l + 1)) : ℝ) : ℂ),
      ((Real.sqrt ((l + 1 / 2 - M) / (2 * l + 1)) : ℝ) : ℂ)],
    ![-((Real.sqrt ((l + 1 / 2 - M) / (2 * l + 1)) : ℝ) : ℂ),
      ((Real.sqrt ((l + 1 / 2 + M) / (2 * l + 1)) : ℝ) : ℂ)]]
```

The coefficient theorem holds for any orthonormal eigenvectors `v` of the block with these levels, whatever their phases. Its step `key` applies `lowdinProduct_diag` to the one-element list `[1]`, and `ring` simplifies the two diagonal entries.

```lean
/-- In the coupled state with `j = l + 1/2`, the squared coupling coefficients of spin up
and spin down are `(l + 1/2 + M) / (2l + 1)` and `(l + 1/2 - M) / (2l + 1)`. -/
theorem spinHalf_coefficients {l : ℕ} {M : ℝ} {v : Fin 2 → Fin 2 → ℂ}
    (h : IsCoupledBasis (spinHalfBlock l M) (spinHalfLevels l) v) :
    ‖v 0 0‖ ^ 2 = (l + 1 / 2 + M) / (2 * l + 1) ∧
      ‖v 0 1‖ ^ 2 = (l + 1 / 2 - M) / (2 * l + 1) := by
  have h0 : spinHalfLevels l 0 = (l + 1 / 2) * (l + 3 / 2) := rfl
  have h1 : spinHalfLevels l 1 = (l - 1 / 2) * (l + 1 / 2) := rfl
  have hd : spinHalfLevels l 0 - spinHalfLevels l 1 = 2 * l + 1 := by
    rw [h0, h1]; ring
  have hl : (0 : ℝ) ≤ l := Nat.cast_nonneg l
  have hk : ∀ i : Fin 2, i ≠ 0 → spinHalfLevels l i ≠ spinHalfLevels l 0 := by
    intro i hi he
    have hi1 : i = 1 := by omega
    rw [hi1] at he
    linarith
  have hL : ∀ i : Fin 2, i ∈ [(1 : Fin 2)] ↔ i ≠ 0 := by decide
  -- a single Löwdin factor removes the level j = l - 1/2
  have key : ∀ (m : Fin 2) (x : ℝ), spinHalfBlock l M m m = (x : ℂ) →
      ‖v 0 m‖ ^ 2 = (x - spinHalfLevels l 1) / (2 * l + 1) := by
    intro m x hx
    have e := lowdinProduct_diag h hk hL m
    simp only [lowdinProduct, List.map_cons, List.map_nil, List.prod_cons, List.prod_nil,
      mul_one, hd, Matrix.smul_apply, Matrix.sub_apply, Matrix.one_apply_eq,
      smul_eq_mul, hx] at e
    apply Complex.ofReal_injective
    rw [← e, div_eq_inv_mul, Complex.ofReal_mul, Complex.ofReal_inv, Complex.ofReal_sub]
  constructor
  · rw [key 0 (l * (l + 1) + 3 / 4 + (M - 1 / 2)) rfl, h1]
    congr 1
    ring
  · rw [key 1 (l * (l + 1) + 3 / 4 - (M + 1 / 2)) rfl, h1]
    congr 1
    ring
```

The last theorem shows that such eigenvectors exist for every real \(M\) with \(|M|\le l+\tfrac12\); physical values of \(M\) are half-integers. At \(|M|=l+\tfrac12\) one of the two product states has \(|m_l|=l+1\) and is not physical. The matrix is then diagonal, and only its \(j=l+\tfrac12\) state has a meaning. This includes the whole case \(l=0\).

In the proof, `ha2`, `hb2` and `hn` are the relations for \(a^2\), \(b^2\) and their sum, and `hs` rewrites the off-diagonal element as \((2l+1)ab\). Orthonormality and the eigenvalue equations are then checked component by component.

```lean
/-- For `|M| ≤ l + 1/2` the explicit states are orthonormal eigenvectors of the `J²` block
with eigenvalues `j (j + 1)`, `j = l ± 1/2`. -/
theorem spinHalfStates_witness (l : ℕ) (M : ℝ) (hM : |M| ≤ l + 1 / 2) :
    IsCoupledBasis (spinHalfBlock l M) (spinHalfLevels l) (spinHalfStates l M) := by
  obtain ⟨hM1, hM2⟩ := abs_le.mp hM
  have hp : (0 : ℝ) < 2 * l + 1 := by positivity
  obtain ⟨a, ha⟩ : ∃ a, a = Real.sqrt ((l + 1 / 2 + M) / (2 * l + 1)) := ⟨_, rfl⟩
  obtain ⟨b, hb⟩ : ∃ b, b = Real.sqrt ((l + 1 / 2 - M) / (2 * l + 1)) := ⟨_, rfl⟩
  have ha0 : 0 ≤ a := ha ▸ Real.sqrt_nonneg _
  have hb0 : 0 ≤ b := hb ▸ Real.sqrt_nonneg _
  have ha2 : (2 * l + 1) * a ^ 2 = l + 1 / 2 + M := by
    rw [ha, Real.sq_sqrt (div_nonneg (by linarith) hp.le)]
    field_simp
  have hb2 : (2 * l + 1) * b ^ 2 = l + 1 / 2 - M := by
    rw [hb, Real.sq_sqrt (div_nonneg (by linarith) hp.le)]
    field_simp
  have hn : a ^ 2 + b ^ 2 = 1 :=
    mul_left_cancel₀ hp.ne' (by linear_combination ha2 + hb2)
  -- the off-diagonal element in terms of the coefficients
  have hs : Real.sqrt ((l + 1 / 2) ^ 2 - M ^ 2) = (2 * l + 1) * a * b := by
    have hsq : ((l : ℝ) + 1 / 2) ^ 2 - M ^ 2 = ((2 * l + 1) * a * b) ^ 2 := by
      linear_combination (-((2 * l + 1) * b ^ 2)) * ha2 - (l + 1 / 2 + M) * hb2
    rw [hsq, Real.sqrt_sq (by positivity)]
  have haC := congrArg Complex.ofReal ha2
  have hbC := congrArg Complex.ofReal hb2
  have hnC := congrArg Complex.ofReal hn
  push_cast at haC hbC hnC
  have hv : spinHalfStates l M = ![![(a : ℂ), (b : ℂ)], ![-(b : ℂ), (a : ℂ)]] := by
    rw [ha, hb]; rfl
  rw [hv]
  refine ⟨?_, ?_⟩
  · intro j k
    fin_cases j <;> fin_cases k <;> simp [dotProduct, Fin.sum_univ_succ] <;>
      first
        | linear_combination hnC
        | ring
  · intro k
    unfold spinHalfBlock
    rw [hs]
    ext i
    fin_cases k <;> fin_cases i <;>
      simp [spinHalfLevels, Matrix.mulVec, dotProduct, Fin.sum_univ_succ] <;>
      first
        | linear_combination (a : ℂ) * hbC
        | linear_combination (b : ℂ) * haC
        | linear_combination (-(a : ℂ)) * hbC

end

end LowdinCouplingCoefficients
```

```lean
#print axioms LowdinCouplingCoefficients.lowdinProduct_diag
#print axioms LowdinCouplingCoefficients.coefficient_eq_column
#print axioms LowdinCouplingCoefficients.spinHalf_coefficients
```

```
'LowdinCouplingCoefficients.lowdinProduct_diag' depends on axioms: [propext, Classical.choice, Quot.sound]
'LowdinCouplingCoefficients.coefficient_eq_column' depends on axioms: [propext, Classical.choice, Quot.sound]
'LowdinCouplingCoefficients.spinHalf_coefficients' depends on axioms: [propext, Classical.choice, Quot.sound]
```
